# A linear coordinate map cannot increase the number of negative Hessian eigenvalues

To classify a stationary point of the energy, one diagonalises a Hessian and counts the negative eigenvalues: none is expected at a minimum, one at a first-order saddle. The Hessian may be written in Cartesian, mass-weighted or internal coordinates. The eigenvalues themselves depend on the coordinates, so it has to be asked whether the count does too.

Let $H$ be the real symmetric Hessian for displacements $x$, and let coordinate steps $q$ produce displacements $x = Bq$ with a fixed real matrix $B$. In the coordinates $q$ the Hessian is $B^T H B$. It has at most as many negative eigenvalues as $H$, and exactly as many if every displacement can be reached. A negative eigenvalue found in a restricted set of coordinates therefore shows that $H$ has one too, while finding none there does not establish a minimum.

The letter $B$ needs care. Wilson's $B$ matrix takes Cartesian displacements to changes in internal coordinates; the $B$ here goes the other way. For internal coordinates, redundant or not, a generalised inverse of Wilson's matrix serves as the $B$ used here.

## Counting negative modes

```lean
import Mathlib

open Matrix

namespace RedundantCoordinateIndex

noncomputable section

variable {m n p : Type*} [Fintype m] [DecidableEq m] [Fintype n] [DecidableEq n] [Fintype p]
```

The letters `m`, `n` and `p` stand for finite sets of labels: `m` for the components of a displacement, `n` for the coordinates, `p` for the members of a family of directions. The general lemmas about a single matrix $A$ also use `n` for its labels.

```lean
/-- The index of a real symmetric Hessian: the number of its negative eigenvalues, counted with
multiplicity. -/
def hessianIndex {A : Matrix n n ℝ} (hA : A.IsHermitian) : ℕ :=
  Fintype.card {i // hA.eigenvalues i < 0}
```

Here `hA` is a proof that $A$ is symmetric, which is what `IsHermitian` means for a real matrix. Mathlib then supplies one real eigenvalue $\lambda_i$ for each label $i$. The expression `{i // hA.eigenvalues i < 0}` is the set of labels with $\lambda_i < 0$, and the index is its size. A doubly degenerate negative eigenvalue has two labels and counts twice.

```lean
/-- For a real symmetric matrix `A` there is an orthogonal matrix `U` such that the curvature along
`U c` is the sum of the eigenvalues times the squared amplitudes `c i ^ 2`. -/
theorem normal_modes {A : Matrix n n ℝ} (hA : A.IsHermitian) :
    ∃ U : Matrix n n ℝ, Uᵀ * U = 1 ∧
      ∀ c : n → ℝ, (U *ᵥ c) ⬝ᵥ A *ᵥ (U *ᵥ c) = ∑ i, hA.eigenvalues i * c i ^ 2 := by
  let U : Matrix n n ℝ := Matrix.of fun i j => (hA.eigenvectorBasis j).ofLp i
  -- the eigenvectors are orthonormal
  have hU : Uᵀ * U = 1 := by
    ext i j
    have h := orthonormal_iff_ite.mp hA.eigenvectorBasis.orthonormal i j
    rw [PiLp.inner_apply] at h
    simpa [U, Matrix.mul_apply, Matrix.one_apply, mul_comm] using h
  -- the eigenvalue equation, all modes at once
  have hAU : A * U = U * diagonal hA.eigenvalues := by
    ext i j
    have h := congrFun (hA.mulVec_eigenvectorBasis j) i
    rw [Matrix.mul_diagonal, Matrix.mul_apply]
    simpa [U, Matrix.mulVec, dotProduct, mul_comm] using h
  refine ⟨U, hU, fun c => ?_⟩
  have h1 : A *ᵥ (U *ᵥ c) = U *ᵥ (diagonal hA.eigenvalues *ᵥ c) := by
    rw [Matrix.mulVec_mulVec, hAU, Matrix.mulVec_mulVec]
  rw [h1, Matrix.dotProduct_mulVec, ← Matrix.mulVec_transpose, Matrix.mulVec_mulVec, hU,
    Matrix.one_mulVec, dotProduct]
  refine Finset.sum_congr rfl fun i _ => ?_
  rw [Matrix.mulVec_diagonal]
  ring
```

In Lean, `*ᵥ` is a matrix acting on a vector and `⬝ᵥ` is the dot product. The theorem says that there is a matrix $U$ with $U^T U = 1$ such that, for all amplitudes $c$,

$$(Uc)\cdot A(Uc) = \sum_i \lambda_i c_i^2 .$$

By hand, take the orthonormal eigenvectors as the columns of $U$. They are the normal modes of vibration when $A$ is the mass-weighted Hessian; the theorem's name uses the term more loosely. With $\Lambda$ the diagonal matrix of eigenvalues, $AU = U\Lambda$, so

$$(Uc)\cdot A(Uc) = (Uc)\cdot U\Lambda c = c\cdot U^T U\Lambda c = c\cdot\Lambda c .$$

The steps `hU` and `hAU` establish the two matrix equations, and the rewriting after them is this chain.

The text calls $x\cdot Ax$ the curvature along $x$, although $x$ need not have unit length. The curvature per unit length squared is $x\cdot Ax/(x\cdot x)$, which has the same sign for $x \neq 0$.

## Families of downhill directions

```lean
/-- There is a family of directions, as many as the index of the Hessian, such that every
combination with coefficients not all zero has negative curvature. -/
theorem exists_negative_directions {A : Matrix n n ℝ} (hA : A.IsHermitian) :
    ∃ F : Matrix n {i // hA.eigenvalues i < 0} ℝ,
      ∀ c, c ≠ 0 → (F *ᵥ c) ⬝ᵥ A *ᵥ (F *ᵥ c) < 0 := by
  obtain ⟨U, -, hq⟩ := normal_modes hA
  -- E extends amplitudes of the negative modes by zero to all modes
  let E : Matrix n {i // hA.eigenvalues i < 0} ℝ := fun i j => if i = j.1 then 1 else 0
  refine ⟨U * E, fun c hc => ?_⟩
  have h1 : ∀ j : {i // hA.eigenvalues i < 0}, (E *ᵥ c) j.1 = c j := by
    intro j
    simp [E, Matrix.mulVec, dotProduct, Subtype.val_inj]
  have h0 : ∀ i, ¬ hA.eigenvalues i < 0 → (E *ᵥ c) i = 0 := by
    intro i hi
    refine Finset.sum_eq_zero fun j _ => ?_
    have hij : i ≠ j.1 := fun h => hi (h ▸ j.2)
    simp [E, hij]
  obtain ⟨j, hj⟩ := Function.ne_iff.mp hc
  have hj' : c j ≠ 0 := hj
  rw [← Matrix.mulVec_mulVec, hq]
  have hlt : ∑ i, hA.eigenvalues i * (E *ᵥ c) i ^ 2 < ∑ _i : n, (0 : ℝ) := by
    refine Finset.sum_lt_sum (fun i _ => ?_) ⟨j.1, Finset.mem_univ _, ?_⟩
    · by_cases hi : hA.eigenvalues i < 0
      · exact mul_nonpos_of_nonpos_of_nonneg hi.le (sq_nonneg _)
      · simp [h0 i hi]
    · rw [h1]
      exact mul_neg_of_neg_of_pos j.2 (by positivity)
  simpa using hlt
```

The columns of $F$ are directions, one for each negative eigenvalue. The claim is that $(Fc)\cdot A(Fc) < 0$ for every $c \neq 0$.

By hand, let the columns be the eigenvectors $u_j$ with $\lambda_j < 0$. Then $Fc = \sum_j c_j u_j$, and its curvature is $\sum_j \lambda_j c_j^2$, with both sums over the negative modes. No term is positive, and at least one is negative because some $c_j \neq 0$.

In Lean, `E` pads the amplitudes with zeros on the other modes, so that $F = UE$. The facts `h1` and `h0` describe the padded vector, and `Finset.sum_lt_sum` combines "no term positive" with "one term negative". If there are no negative modes, there is no non-zero $c$ and nothing to check.

```lean
/-- If every combination of a family of directions, with coefficients not all zero, has negative
curvature, then the family has at most as many members as the index of the Hessian. -/
theorem card_le_hessianIndex {A : Matrix n n ℝ} (hA : A.IsHermitian) (F : Matrix n p ℝ)
    (hF : ∀ c, c ≠ 0 → (F *ᵥ c) ⬝ᵥ A *ᵥ (F *ᵥ c) < 0) :
    Fintype.card p ≤ hessianIndex hA := by
  obtain ⟨U, hU, hq⟩ := normal_modes hA
  have hU' : U * Uᵀ = 1 := mul_eq_one_comm.mp hU
  -- G reads off the amplitudes on the negative modes
  let G : Matrix {i // hA.eigenvalues i < 0} p ℝ := fun i j => (Uᵀ * F) i.1 j
  have hG : Function.Injective G.mulVecLin := by
    rw [injective_iff_map_eq_zero]
    intro c hc
    by_contra hne
    have hneg := hF c hne
    have hx : F *ᵥ c = U *ᵥ ((Uᵀ * F) *ᵥ c) := by
      rw [Matrix.mulVec_mulVec, ← Matrix.mul_assoc, hU', Matrix.one_mul]
    rw [hx, hq] at hneg
    -- without negative modes the curvature cannot be negative
    refine not_le_of_gt hneg (Finset.sum_nonneg fun i _ => ?_)
    by_cases hi : hA.eigenvalues i < 0
    · have h0 : ((Uᵀ * F) *ᵥ c) i = 0 := congrFun hc ⟨i, hi⟩
      simp [h0]
    · exact mul_nonneg (not_lt.mp hi) (sq_nonneg _)
  have h := LinearMap.finrank_le_finrank_of_injective hG
  rw [Module.finrank_fintype_fun_eq_card, Module.finrank_fintype_fun_eq_card] at h
  exact h
```

This is the converse bound: a family whose non-zero combinations all have negative curvature has at most as many members as the index.

Since $U$ is square, $UU^T = 1$ as well, and $Fc = Ua$ with amplitudes $a = U^T F c$. Let $Gc$ be the part of $a$ on the negative modes. Suppose $Gc = 0$ for some $c \neq 0$. Then only modes with $\lambda_i \geq 0$ contribute, and

$$(Fc)\cdot A(Fc) = \sum_{\lambda_i \geq 0} \lambda_i a_i^2 \geq 0,$$

which contradicts the assumption on $F$. So the linear map $G$ sends only zero to zero. It is injective, and its source cannot have a larger dimension than its target. The source dimension is the number of members of the family; the target dimension is the index. The step `hG` is the argument by contradiction, and the last lines compare the dimensions.

## From coordinate steps to displacements

```lean
omit [DecidableEq m] [DecidableEq n] in
/-- The curvature of the transformed Hessian along a coordinate step `q` is the curvature of the
original Hessian along the displacement `B q`. -/
theorem curvature_transform (H : Matrix m m ℝ) (B : Matrix m n ℝ) (q : n → ℝ) :
    q ⬝ᵥ (Bᵀ * H * B) *ᵥ q = (B *ᵥ q) ⬝ᵥ H *ᵥ (B *ᵥ q) := by
  rw [Matrix.mul_assoc, ← Matrix.mulVec_mulVec, ← Matrix.mulVec_mulVec,
    Matrix.dotProduct_mulVec, Matrix.vecMul_transpose]
```

With $y = HBq$, the identity $q\cdot B^T y = (Bq)\cdot y$ gives

$$q\cdot(B^T H B)q = (Bq)\cdot H(Bq).$$

The transformed Hessian along a step measures the original Hessian along the displacement that the step produces.

```lean
omit [DecidableEq m] [Fintype n] [DecidableEq n] in
/-- The transform of a real symmetric Hessian is again symmetric. -/
theorem transform_isHermitian {H : Matrix m m ℝ} (hH : H.IsHermitian) (B : Matrix m n ℝ) :
    (Bᵀ * H * B).IsHermitian := by
  have h : Hᵀ = H := by
    rw [← conjTranspose_eq_transpose_of_trivial]
    exact hH
  rw [Matrix.IsHermitian, conjTranspose_eq_transpose_of_trivial, transpose_mul, transpose_mul,
    transpose_transpose, h, Matrix.mul_assoc]
```

Because $H^T = H$, we have $(B^T H B)^T = B^T H^T B = B^T H B$. Lean needs this proof before it can speak of the index of the transformed matrix.

```lean
/-- For a real symmetric Hessian `H` and any real matrix `B`, the transformed Hessian `Bᵀ H B` has
at most as many negative eigenvalues, counted with multiplicity, as `H`. -/
theorem hessianIndex_transform_le {H : Matrix m m ℝ} (hH : H.IsHermitian) (B : Matrix m n ℝ) :
    hessianIndex (transform_isHermitian hH B) ≤ hessianIndex hH := by
  obtain ⟨F, hF⟩ := exists_negative_directions (transform_isHermitian hH B)
  -- B carries the negative directions over to H
  refine card_le_hessianIndex hH (B * F) fun c hc => ?_
  rw [← Matrix.mulVec_mulVec, ← curvature_transform]
  exact hF c hc
```

This is the inequality. The only hypothesis is that $H$ is symmetric; $B$ may be rectangular, have dependent columns, or be zero.

By hand, take the negative family $F$ of $B^T H B$, with as many members as its index. For $c \neq 0$,

$$(BFc)\cdot H(BFc) = (Fc)\cdot(B^T H B)(Fc) < 0 .$$

So $BF$ is a negative family for $H$ with the same number of members, and the converse bound finishes the argument. The Lean proof takes these steps in this order. Redundancy adds no downhill modes: adding a step with $Bq = 0$ to any other step changes neither the displacement nor, therefore, the curvature.

```lean
/-- If the coordinates, redundant or not, reach every displacement, the transformed Hessian has
the same index as the original one. -/
theorem hessianIndex_transform_eq {H : Matrix m m ℝ} (hH : H.IsHermitian) (B : Matrix m n ℝ)
    (hB : Function.Surjective fun q : n → ℝ => B *ᵥ q) :
    hessianIndex (transform_isHermitian hH B) = hessianIndex hH := by
  refine le_antisymm (hessianIndex_transform_le hH B) ?_
  -- a right inverse of B picks one coordinate step for each displacement
  choose g hg using fun i : m => hB (Pi.single i 1)
  let C : Matrix n m ℝ := fun j i => g i j
  have hC : B * C = 1 := by
    ext i k
    have h := congrFun (hg k) i
    rw [Matrix.mul_apply]
    simpa [C, Matrix.mulVec, dotProduct, Matrix.one_apply, Pi.single_apply] using h
  obtain ⟨F, hF⟩ := exists_negative_directions hH
  refine card_le_hessianIndex (transform_isHermitian hH B) (C * F) fun c hc => ?_
  have e : B *ᵥ ((C * F) *ᵥ c) = F *ᵥ c := by
    rw [Matrix.mulVec_mulVec, ← Matrix.mul_assoc, hC, Matrix.one_mul]
  rw [curvature_transform, e]
  exact hF c hc
```

The hypothesis `hB` says that every displacement is $Bq$ for some $q$, possibly for many. Then the two indices are equal. For invertible $B$ this is the part of Sylvester's law of inertia that concerns negative eigenvalues.

One direction is the inequality just proved. For the other, choose for each unit displacement $e_i$ a step $g_i$ with $Bg_i = e_i$, and let the $g_i$ be the columns of $C$, so that $BC = 1$. If $F$ is the negative family of $H$, the curvature of $B^T H B$ along $CFc$ is that of $H$ along $BCFc = Fc$, which is negative for $c \neq 0$. Hence the index of $H$ is at most that of $B^T H B$.

Internal coordinates do not reach overall translations and rotations, so to use the equality for them one takes $x$ in the space of displacements without these.

The theorems do not cover the identification of $B^T H B$ with the Hessian of a molecule in curved coordinates. If $x$ is a smooth function of $q$ and $B$ is its Jacobian, this holds at a stationary point; elsewhere the gradient adds a further term.

## A saddle that looks like a minimum along a line

```lean
/-- The Hessian `diag(-1, 1)` of a saddle in the plane. -/
def saddleHessian : Matrix (Fin 2) (Fin 2) ℝ := !![-1, 0; 0, 1]
```

Semicolons separate rows, so this is $H = \mathrm{diag}(-1, 1)$, the Hessian of the energy $(-x_1^2 + x_2^2)/2$.

```lean
/-- The map `(1, 2)ᵀ` from a single coordinate to displacements in the plane. -/
def lineMap : Matrix (Fin 2) (Fin 1) ℝ := !![1; 2]
```

This is $B = (1, 2)^T$: a single coordinate $t$ moves the system along $x = (t, 2t)$.

```lean
/-- The Hessian `diag(-1, 1)` is symmetric. -/
theorem saddleHessian_isHermitian : saddleHessian.IsHermitian :=
  Matrix.IsHermitian.ext fun i j => by
    fin_cases i <;> fin_cases j <;> simp [saddleHessian]
```

The four entries are checked one by one for symmetry.

```lean
/-- The inequality can be strict: for `H = diag(-1, 1)` and `B = (1, 2)ᵀ` the transformed Hessian
is the number 3 and has index zero, while `H` has positive index. -/
theorem hessianIndex_transform_strict :
    lineMapᵀ * saddleHessian * lineMap = !![3] ∧
      hessianIndex (transform_isHermitian saddleHessian_isHermitian lineMap) = 0 ∧
      0 < hessianIndex saddleHessian_isHermitian := by
  have h3 : lineMapᵀ * saddleHessian * lineMap = !![3] := by
    ext i j
    fin_cases i
    fin_cases j
    norm_num [lineMap, saddleHessian, Matrix.mul_apply, Fin.sum_univ_succ]
  refine ⟨h3, ?_, ?_⟩
  · -- the transformed curvature is 3 x², which is never negative
    have e : ∀ x : Fin 1 → ℝ,
        x ⬝ᵥ (lineMapᵀ * saddleHessian * lineMap) *ᵥ x = 3 * x 0 ^ 2 := by
      intro x
      rw [h3]
      simp [Matrix.mulVec, dotProduct]
      ring
    obtain ⟨F, hF⟩ := exists_negative_directions
      (transform_isHermitian saddleHessian_isHermitian lineMap)
    unfold hessianIndex
    rw [Fintype.card_eq_zero_iff]
    refine ⟨fun j => ?_⟩
    have h := hF (fun _ => 1) (fun h => (one_ne_zero (α := ℝ)) (congrFun h j))
    rw [e] at h
    exact not_le_of_gt h (by positivity)
  · -- the first axis is a direction of negative curvature
    have h := card_le_hessianIndex saddleHessian_isHermitian
        (!![1; 0] : Matrix (Fin 2) (Fin 1) ℝ) fun c hc => by
      have h0 : c 0 ≠ 0 := fun h => hc (funext fun i => by
        rw [Subsingleton.elim i 0]
        exact h)
      have e : ((!![1; 0] : Matrix (Fin 2) (Fin 1) ℝ) *ᵥ c) ⬝ᵥ
          saddleHessian *ᵥ ((!![1; 0] : Matrix (Fin 2) (Fin 1) ℝ) *ᵥ c) = -(c 0 * c 0) := by
        simp [saddleHessian, Matrix.mulVec, dotProduct, Fin.sum_univ_succ]
      rw [e]
      exact neg_neg_of_pos (mul_self_pos.mpr h0)
    rw [Fintype.card_fin] at h
    exact h

end

end RedundantCoordinateIndex
```

The theorem makes three statements: $B^T H B = (3)$, its index is zero, and the index of $H$ is positive. The first is $-1\cdot 1^2 + 1\cdot 2^2 = 3$; per unit length squared of the displacement, the curvature is $3/5$.

For the second, a negative eigenvalue would supply a direction of negative curvature, but the curvature along any step $t$ is $3t^2 \geq 0$. For the third, the first axis gives curvature $-t^2 < 0$ for $t \neq 0$, and the converse bound turns this one direction into an index of at least one. A scan along this line alone would miss the saddle.

## The index as the dimension of a subspace

The index could also have been defined as the largest dimension of a subspace on which $x\cdot Hx < 0$ for every non-zero $x$. The inequality would then need no eigenvalues: $B$ maps such a subspace for $B^T H B$ injectively to one for $H$. But the statement would no longer speak of the number that a diagonalisation delivers, and connecting the two would take the arguments of `exists_negative_directions` and `card_le_hessianIndex` again.

```lean
#print axioms RedundantCoordinateIndex.hessianIndex_transform_le
-- 'RedundantCoordinateIndex.hessianIndex_transform_le' depends on axioms: [propext, Classical.choice, Quot.sound]
#print axioms RedundantCoordinateIndex.hessianIndex_transform_eq
-- 'RedundantCoordinateIndex.hessianIndex_transform_eq' depends on axioms: [propext, Classical.choice, Quot.sound]
#print axioms RedundantCoordinateIndex.hessianIndex_transform_strict
-- 'RedundantCoordinateIndex.hessianIndex_transform_strict' depends on axioms: [propext, Classical.choice, Quot.sound]
```
